# Unless it breaks down, Broyden's first method solves an invertible linear system within three full steps when the initial Jacobian has a rank-one error

Take the residual $f(x)=x$ in the plane. Its true Jacobian is the identity, but suppose that the initial Jacobian is $B_0=\mathrm{diag}(3,1)$, so that the first coordinate is three times too stiff. Start at $x_0=(3,1)$ and take full quasi-Newton steps with Broyden's first update:

| $k$ | $x_k=f(x_k)$ | first row of $B_k$ | first row of $B_k-1$ |
|---|---|---|---|
| 0 | $(3,1)$ | $(3,0)$ | $(2,0)$ |
| 1 | $(2,0)$ | $(2,-1)$ | $(1,-1)$ |
| 2 | $(1,0)$ | $(1,-1)$ | $(0,-1)$ |
| 3 | $(0,0)$ | | |

The second row of $B_k$ is correct throughout. After the first step all residuals lie along $(1,0)$, and so do the two steps that follow. The error row of $B_2$ is orthogonal to that direction, so the third step lands on the root, although $B_2$ is still not the identity.

A root is likewise reached within three steps for $f(x)=Ax-b$ on $\mathbb R^n$, for every $n$, if $A$ is invertible, $B_0=A+uv^{\mathsf T}$, and each quasi-Newton equation met before a root is solved. In self-consistent-field language, $x$ holds the density or potential coefficients and $uv^{\mathsf T}$ is one badly modelled response mode. For a residual that is linear, as an SCF residual approximately is close to convergence, the whole solution then takes at most three steps, whatever the basis size, where the exact Jacobian would take one.

```lean
import Mathlib

open Matrix

namespace BroydenOneWrongMode

noncomputable section

variable {n : Type*} [Fintype n]
```

## The residual, the update and the run

The index type `n` is any finite type, and vectors are functions `n → ℝ`. The residual is $f(x)=Ax-b$, with the sign convention that its Jacobian is $A$ itself.

```lean
/-- The residual `f(x) = A x - b` of a linear fixed-point problem. -/
def residual (A : Matrix n n ℝ) (b x : n → ℝ) : n → ℝ := A *ᵥ x - b
```

After a step $s$ that changes the residual by $y$, Broyden's first update is

$$B_+ = B+\frac{(y-Bs)\,s^{\mathsf T}}{s\cdot s}.$$

It makes $B_+s=y$ and leaves the action of $B$ on vectors orthogonal to $s$ unchanged. In Lean, `vecMulVec a s` is the matrix $a s^{\mathsf T}$ and `⬝ᵥ` is the dot product.

```lean
/-- Broyden's first ("good") update of the Jacobian `B` after a step `s ≠ 0` that changed
the residual by `y`. -/
def broydenUpdate (B : Matrix n n ℝ) (s y : n → ℝ) : Matrix n n ℝ :=
  B + (s ⬝ᵥ s)⁻¹ • vecMulVec (y - B *ᵥ s) s
```

The error row will change by projection. Removing from $v$ its component along $s$ gives

$$v-\frac{v\cdot s}{s\cdot s}\,s .$$

```lean
/-- The vector `v` with its component along the step `s ≠ 0` projected out. -/
def deflate (v s : n → ℝ) : n → ℝ := v - ((v ⬝ᵥ s) / (s ⬝ᵥ s)) • s
```

Write $s_k=x_{k+1}-x_k$. A run is a pair of sequences $x_k$, $B_k$ such that, whenever $f(x_k)\neq0$,

$$B_ks_k=-f(x_k),$$

and $B_{k+1}$ is the update of $B_k$ with $s_k$ and $y_k=f(x_{k+1})-f(x_k)$. Nothing is required at an index $k$ for which $x_k$ is a root. The first condition says that the step is undamped and that the method has not broken down on an unsolvable linear system; this is assumed of the run. Since $f(x_k)\ne0$ forces $s_k\neq0$, the update never divides by zero where it is required.

```lean
/-- A full-step run of Broyden's first method: at every index where the residual is nonzero, the
step solves the quasi-Newton equation and the Jacobian is then updated. -/
structure IsBroydenRun (A : Matrix n n ℝ) (b : n → ℝ) (x : ℕ → n → ℝ)
    (B : ℕ → Matrix n n ℝ) : Prop where
  step : ∀ k, residual A b (x k) ≠ 0 →
    B k *ᵥ (x (k + 1) - x k) = -residual A b (x k)
  update : ∀ k, residual A b (x k) ≠ 0 →
    B (k + 1) = broydenUpdate (B k) (x (k + 1) - x k)
      (residual A b (x (k + 1)) - residual A b (x k))
```

## What one step does to a rank-one error

Because $f$ is affine, the constant $b$ cancels in differences: $f(y)-f(x)=A(y-x)$.

```lean
/-- The change of the residual between two points is the true Jacobian applied to their
difference. -/
theorem residual_sub (A : Matrix n n ℝ) (b x y : n → ℝ) :
    residual A b y - residual A b x = A *ᵥ (y - x) := by
  rw [residual, residual, Matrix.mulVec_sub]
  abel
```

A rank-one matrix acts by $(uv^{\mathsf T})s=(v\cdot s)\,u$. The proof compares components and moves the factor $u_i$ into the sum.

```lean
/-- A rank-one matrix `u vᵀ` sends `s` to `(v · s) u`. -/
theorem rankOne_mulVec (u v s : n → ℝ) : vecMulVec u v *ᵥ s = (v ⬝ᵥ s) • u := by
  ext i
  simp only [Matrix.mulVec, dotProduct, Matrix.vecMulVec_apply, Pi.smul_apply, smul_eq_mul,
    Finset.sum_mul]
  exact Finset.sum_congr rfl (fun j _ => by ring)
```

The projected vector is orthogonal to the step:

$$\Bigl(v-\frac{v\cdot s}{s\cdot s}s\Bigr)\cdot s=v\cdot s-v\cdot s=0 .$$

The quotient is defined when $s\cdot s\neq0$, which over the reals is the same as $s\neq0$.

```lean
/-- The projected vector is orthogonal to the nonzero step that was projected out. -/
theorem deflate_dot (v : n → ℝ) {s : n → ℝ} (hs : s ≠ 0) : deflate v s ⬝ᵥ s = 0 := by
  have h : s ⬝ᵥ s ≠ 0 := fun h => hs (dotProduct_self_eq_zero.mp h)
  rw [deflate, sub_dotProduct, smul_dotProduct, smul_eq_mul, div_mul_cancel₀ _ h, sub_self]
```

Now let $B=A+uv^{\mathsf T}$ and $y=As$. Then $y-Bs=-(v\cdot s)\,u$, and the update becomes

$$B_+=A+uv^{\mathsf T}-\frac{v\cdot s}{s\cdot s}\,us^{\mathsf T}
=A+u\Bigl(v-\frac{v\cdot s}{s\cdot s}s\Bigr)^{\mathsf T}.$$

The column $u$ survives and only the row changes. The Lean proof establishes the formula for $y-Bs$ as `h`, then compares matrix entries with `ring`.

```lean
/-- If the Jacobian error is `u vᵀ` and the step `s` changes the residual by `A s`, Broyden's update
keeps the column `u` and projects the step out of `v`. -/
theorem update_rankOne (A : Matrix n n ℝ) (u v s : n → ℝ) :
    broydenUpdate (A + vecMulVec u v) s (A *ᵥ s) = A + vecMulVec u (deflate v s) := by
  have h : A *ᵥ s - (A + vecMulVec u v) *ᵥ s = -((v ⬝ᵥ s) • u) := by
    rw [Matrix.add_mulVec, rankOne_mulVec]
    abel
  rw [broydenUpdate, h]
  ext i j
  simp only [deflate, Matrix.add_apply, Matrix.smul_apply, Matrix.vecMulVec_apply,
    Pi.neg_apply, Pi.sub_apply, Pi.smul_apply, smul_eq_mul]
  ring
```

The new residual follows from two equations. With $B_k=A+uv_k^{\mathsf T}$ they are

$$f(x_{k+1})-f(x_k)=As_k,\qquad As_k+(v_k\cdot s_k)\,u=-f(x_k).$$

Adding them and cancelling $As_k$ and $f(x_k)$ gives

$$f(x_{k+1})=-(v_k\cdot s_k)\,u .$$

Whatever $f(x_k)$ was, the new residual is a multiple of $u$.

In the code the two equations are `hd` and `hs`, and the addition is the line `linear_combination (norm := module) hd + hs`. The tactic `linear_combination` subtracts the proposed combination of hypotheses from the goal and leaves an identity to be verified by a normaliser. The default normaliser, `ring`, is made for commutative rings. Here the terms are vectors with real coefficients, so `module` is used in its place: it treats $As_k$, $u$ and the two residuals as unknown vectors and checks that their coefficients balance. No components appear. The second half of the lemma is the row update just derived.

```lean
/-- One step from a nonzero residual with Jacobian error `u vᵀ`: the new residual is
`-(v · s) u`, and the new Jacobian error is again `u` times a row vector. -/
theorem run_step {A : Matrix n n ℝ} {b : n → ℝ} {x : ℕ → n → ℝ} {B : ℕ → Matrix n n ℝ}
    (h : IsBroydenRun A b x B) {k : ℕ} (hk : residual A b (x k) ≠ 0) {u v : n → ℝ}
    (hB : B k = A + vecMulVec u v) :
    residual A b (x (k + 1)) = (-(v ⬝ᵥ (x (k + 1) - x k))) • u ∧
      B (k + 1) = A + vecMulVec u (deflate v (x (k + 1) - x k)) := by
  have hd := residual_sub A b (x k) (x (k + 1))
  constructor
  · have hs := h.step k hk
    rw [hB, Matrix.add_mulVec, rankOne_mulVec] at hs
    linear_combination (norm := module) hd + hs
  · rw [h.update k hk, hd, hB]
    exact update_rankOne A u v _
```

## Three steps suffice

Suppose that $f(x_0),\dots,f(x_3)$ are all nonzero. One step from $B_0=A+uv^{\mathsf T}$ gives $f(x_1)=c_0u$ and $B_1=A+uv_1^{\mathsf T}$ for some number $c_0$ and vector $v_1$. The next two steps give

$$f(x_2)=c_1u,\quad c_1=-(v_1\cdot s_1),\qquad f(x_3)=-(v_2\cdot s_2)\,u,$$

where $v_2$ is $v_1$ with its component along $s_1$ removed. Hence $v_2\cdot s_1=0$.

Taking differences of residuals,

$$As_1=(c_1-c_0)\,u,\qquad As_2=\bigl(-(v_2\cdot s_2)-c_1\bigr)u .$$

Since $A$ is invertible, both steps are multiples of the single vector $w=A^{-1}u$. From $v_2\cdot s_1=0$ we get $(c_1-c_0)(v_2\cdot w)=0$. The first factor is nonzero, because otherwise $s_1=0$, which contradicts $B_1s_1=-f(x_1)\neq0$. So $v_2\cdot w=0$, therefore $v_2\cdot s_2=0$, and $f(x_3)=0$. This contradicts the assumption.

The theorem states the conclusion as `∃ k ≤ 3, residual A b (x k) = 0`, and `IsUnit A.det` expresses that $A$ is invertible. In the proof, `f1`, `f2` and `f3` are the three residual formulas, `hs1` is $s_1\neq0$, and `horth` is $v_2\cdot s_1=0$. The two `generalize` lines give $v_2$ and $c_1$ their names, so that later rewriting of $s_1$ does not reach inside their definitions. The statement `key` multiplies by $A^{-1}$; `e1` and `e2` apply it to $s_1$ and $s_2$. The final case split is on the two factors of $(c_1-c_0)(v_2\cdot w)$.

```lean
/-- For a linear residual with invertible Jacobian `A`, a full-step Broyden run whose initial
Jacobian is `A + u vᵀ` reaches a zero residual within three steps, in any dimension. -/
theorem broyden_three_steps [DecidableEq n] {A : Matrix n n ℝ} (hA : IsUnit A.det)
    {b : n → ℝ} {x : ℕ → n → ℝ} {B : ℕ → Matrix n n ℝ} (h : IsBroydenRun A b x B)
    {u v : n → ℝ} (hB : B 0 = A + vecMulVec u v) :
    ∃ k ≤ 3, residual A b (x k) = 0 := by
  by_contra hcon
  have hne : ∀ k ≤ 3, residual A b (x k) ≠ 0 := fun k hk h0 => hcon ⟨k, hk, h0⟩
  -- three steps, each with a rank-one Jacobian error
  obtain ⟨c₀, v₁, f1, B1⟩ : ∃ (c : ℝ) (w : n → ℝ), residual A b (x 1) = c • u ∧
      B 1 = A + vecMulVec u w :=
    ⟨_, _, run_step h (hne 0 (by norm_num)) hB⟩
  have f2 : residual A b (x 2) = (-(v₁ ⬝ᵥ (x 2 - x 1))) • u :=
    (run_step h (hne 1 (by norm_num)) B1).1
  have B2 : B 2 = A + vecMulVec u (deflate v₁ (x 2 - x 1)) :=
    (run_step h (hne 1 (by norm_num)) B1).2
  have f3 : residual A b (x 3) = (-(deflate v₁ (x 2 - x 1) ⬝ᵥ (x 3 - x 2))) • u :=
    (run_step h (hne 2 (by norm_num)) B2).1
  have hs1 : x 2 - x 1 ≠ 0 := by
    intro h0
    have h1 : B 1 *ᵥ (x 2 - x 1) = -residual A b (x 1) := h.step 1 (hne 1 (by norm_num))
    rw [h0, Matrix.mulVec_zero] at h1
    exact hne 1 (by norm_num) (neg_eq_zero.mp h1.symm)
  have horth := deflate_dot v₁ hs1
  generalize deflate v₁ (x 2 - x 1) = v₂ at f3 horth
  generalize -(v₁ ⬝ᵥ (x 2 - x 1)) = c₁ at f2
  -- the second and third steps both lie along `A⁻¹ u`
  have key : ∀ (s : n → ℝ) (c : ℝ), A *ᵥ s = c • u → s = c • (A⁻¹ *ᵥ u) := by
    intro s c hs
    rw [← Matrix.mulVec_smul, ← hs, Matrix.mulVec_mulVec, Matrix.nonsing_inv_mul A hA,
      Matrix.one_mulVec]
  have e1 := key (x 2 - x 1) (c₁ - c₀) (by rw [← residual_sub A b, f2, f1]; module)
  have e2 := key (x 3 - x 2) (-(v₂ ⬝ᵥ (x 3 - x 2)) - c₁)
    (by rw [← residual_sub A b, f3, f2]; module)
  -- the remaining error is orthogonal to that direction
  rw [e1, dotProduct_smul, smul_eq_mul] at horth
  rcases mul_eq_zero.mp horth with h0 | h0
  · exact hs1 (by rw [e1, h0, zero_smul])
  · apply hne 3 le_rfl
    rw [f3, e2, dotProduct_smul, h0, smul_zero, neg_zero, zero_smul]
```

The iteration is often written with an inverse, $x_{k+1}=x_k-B_k^{-1}f(x_k)$. If $B_k$ is invertible at every iterate that is not a root, then

$$B_ks_k=-B_kB_k^{-1}f(x_k)=-f(x_k),$$

so the sequences form a run and the same bound holds.

```lean
/-- For `f(x) = A x - b`, the iteration `x_{k+1} = x_k - B_k⁻¹ f(x_k)` with Broyden's first update
reaches a zero residual within three steps, when `B_0 = A + u vᵀ` and `A` and every `B_k` with
`f(x_k) ≠ 0` are invertible. -/
theorem broyden_three_steps_inverse [DecidableEq n] {A : Matrix n n ℝ} (hA : IsUnit A.det)
    {b : n → ℝ} {x : ℕ → n → ℝ} {B : ℕ → Matrix n n ℝ} {u v : n → ℝ}
    (hB : B 0 = A + vecMulVec u v)
    (hinv : ∀ k, residual A b (x k) ≠ 0 → IsUnit (B k).det)
    (hx : ∀ k, residual A b (x k) ≠ 0 → x (k + 1) = x k - (B k)⁻¹ *ᵥ residual A b (x k))
    (hup : ∀ k, residual A b (x k) ≠ 0 → B (k + 1) = broydenUpdate (B k) (x (k + 1) - x k)
      (residual A b (x (k + 1)) - residual A b (x k))) :
    ∃ k ≤ 3, residual A b (x k) = 0 := by
  refine broyden_three_steps hA ⟨fun k hk => ?_, hup⟩ hB
  have hs : x (k + 1) - x k = -((B k)⁻¹ *ᵥ residual A b (x k)) := by
    rw [hx k hk]
    abel
  rw [hs, Matrix.mulVec_neg, Matrix.mulVec_mulVec, Matrix.mul_nonsing_inv _ (hinv k hk),
    Matrix.one_mulVec]
```

## Two steps can be too few

The opening example has $A=1$, $b=0$, $u=(1,0)$ and $v=(2,0)$. Its iterates are recorded as a sequence that stays at the origin from $k=3$ on.

```lean
/-- Iterates of a two-dimensional example: `(3,1)`, `(2,0)`, `(1,0)`, then the origin. -/
def exX : ℕ → Fin 2 → ℝ
  | 0 => ![3, 1]
  | 1 => ![2, 0]
  | 2 => ![1, 0]
  | _ + 3 => 0
```

The matrices are those of the table. At the last step $s_2=(-1,0)$ and $B_2s_2=s_2=y_2$, so the update leaves $B_2$ unchanged, and the sequence can be constant from $k=2$ on.

```lean
/-- Jacobian approximations of the two-dimensional example, starting from `diag(3,1)`. -/
def exB : ℕ → Matrix (Fin 2) (Fin 2) ℝ
  | 0 => !![3, 0; 0, 1]
  | 1 => !![2, -1; 0, 1]
  | _ + 2 => !![1, -1; 0, 1]
```

It remains to verify the numbers. For instance, $B_0s_0=-x_0$ gives $s_0=(-1,-1)$, and then $y_0-B_0s_0=(2,0)$ and $s_0\cdot s_0=2$, so

$$B_1=\begin{pmatrix}3&0\\0&1\end{pmatrix}+\frac12\begin{pmatrix}2\\0\end{pmatrix}\begin{pmatrix}-1&-1\end{pmatrix}=\begin{pmatrix}2&-1\\0&1\end{pmatrix}.$$

Similarly, $B_1s_1=-x_1$ gives $s_1=(-1,0)$ and $y_1-B_1s_1=(1,0)$, which lowers the upper left entry from 2 to 1.

The theorem has four parts: the sequences form a run, the initial error has rank one, all matrices are invertible, and the residuals at $x_0,x_1,x_2$ are nonzero. The bound of three therefore cannot be lowered to two for all dimensions at once. In the proof, `mv` and `up` write out the matrix-vector product and the update by entries, and `norm_num` checks each case. For $k\ge3$ the residual is zero and the run conditions ask for nothing.

```lean
/-- Three steps can be needed: for `f(x) = x` in the plane, the example is a Broyden run with
rank-one initial error and invertible matrices whose first three residuals are nonzero. -/
theorem three_steps_sharp :
    IsBroydenRun 1 0 exX exB ∧ exB 0 = 1 + vecMulVec ![1, 0] ![2, 0] ∧
      (∀ k, IsUnit (exB k).det) ∧ ∀ k < 3, residual 1 0 (exX k) ≠ 0 := by
  have r : ∀ z : Fin 2 → ℝ, residual 1 0 z = z := fun z => by
    rw [residual, Matrix.one_mulVec, sub_zero]
  -- entry formulas for the matrix-vector product and the update
  have mv : ∀ (M : Matrix (Fin 2) (Fin 2) ℝ) (s : Fin 2 → ℝ) (i : Fin 2),
      (M *ᵥ s) i = M i 0 * s 0 + M i 1 * s 1 := fun M s i => by
    simp only [Matrix.mulVec, dotProduct, Fin.sum_univ_two]
  have up : ∀ (M : Matrix (Fin 2) (Fin 2) ℝ) (s y : Fin 2 → ℝ) (i j : Fin 2),
      broydenUpdate M s y i j = M i j + (s 0 * s 0 + s 1 * s 1)⁻¹ *
        ((y i - (M i 0 * s 0 + M i 1 * s 1)) * s j) := fun M s y i j => by
    simp only [broydenUpdate, Matrix.add_apply, Matrix.smul_apply, Matrix.vecMulVec_apply,
      Pi.sub_apply, mv, dotProduct, Fin.sum_univ_two, smul_eq_mul]
  refine ⟨⟨fun k hk => ?_, fun k hk => ?_⟩, ?_, fun k => ?_, fun k hk h0 => ?_⟩
  · match k, hk with
    | k + 3, hk => exact (hk (r (exX (k + 3)))).elim
    | 0, _ | 1, _ | 2, _ =>
      ext i
      rw [r, mv]
      fin_cases i <;> norm_num [exX, exB]
  · match k, hk with
    | k + 3, hk => exact (hk (r (exX (k + 3)))).elim
    | 0, _ | 1, _ | 2, _ =>
      ext i j
      rw [r, r, up]
      fin_cases i <;> fin_cases j <;> norm_num [exX, exB]
  · ext i j
    fin_cases i <;> fin_cases j <;> norm_num [exB, Matrix.vecMulVec_apply]
  · rcases k with _ | _ | k <;> norm_num [exB, Matrix.det_fin_two]
  · rw [r] at h0
    have h1 := congrFun h0 0
    interval_cases k <;> norm_num [exX] at h1

end

end BroydenOneWrongMode
```

## Two wrong modes can take longer

The bound of three fails if the initial error is allowed to have rank two. Keep $f(x)=x$ in the plane and take

$$B_0=\begin{pmatrix}2&0\\2&2\end{pmatrix},\qquad x_0=(2,2).$$

The error $B_0-1$ is now invertible. The first step is $(-1,0)$, which gives $x_1=(1,2)$ and $B_1=\mathrm{diag}(1,2)$. The second is $(-1,-1)$, which gives

$$x_2=(0,1),\qquad B_2=\begin{pmatrix}1&0\\-\tfrac12&\tfrac32\end{pmatrix}.$$

The third is $(0,-\tfrac23)$, so $x_3=(0,\tfrac13)$, which is not a root, although every matrix used was invertible. This example was worked out by hand and is separate from the Lean file.

The theorems concern a residual that is linear everywhere, full steps, real numbers without rounding, and an initial error of rank at most one. They give no bound for a nonlinear SCF cycle, for damped steps, or for an initial Jacobian whose remaining modes are only approximately right.

```lean
#print axioms BroydenOneWrongMode.broyden_three_steps_inverse
#print axioms BroydenOneWrongMode.three_steps_sharp
```

```
'BroydenOneWrongMode.broyden_three_steps_inverse' depends on axioms: [propext, Classical.choice, Quot.sound]
'BroydenOneWrongMode.three_steps_sharp' depends on axioms: [propext, Classical.choice, Quot.sound]
```
